# The exact harmonic heat capacity determines a finite set of positive frequencies, with multiplicities

## Can two sets of frequencies share one heat-capacity curve?

I fit a sum of Einstein terms to a harmonic heat-capacity curve and then read the fitted values as the vibrational frequencies of the system. The second half of that step worries me. The curve is smooth and has few features, and at a given temperature I can soften some modes, stiffen others and keep the total unchanged. Could two different sets of frequencies compensate each other like this at every temperature, so that even a perfect fit would tell me nothing definite about the modes?

## No: at low temperature the softest mode outweighs everything above it

For finitely many harmonic modes with positive frequencies, compensation at every temperature is impossible. Agreement at temperatures arbitrarily close to zero already forces the two sets to be equal, degeneracies included.

Take units ħ = k_B = 1. A mode of angular frequency w at temperature T has mean energy

E(w,T) = w/2 + w/(e^{w/T} − 1).

Its heat capacity is the temperature derivative. With x = w/T, so that dx/dT = −w/T²,

c(w,T) = dE/dT = −w · e^x · (−w/T²)/(e^x − 1)² = x² e^x/(e^x − 1)².

Since (e^x − 1)² = e^x (e^x − 2 + e^{−x}), this is also

c(w,T) = x²/(e^x − 2 + e^{−x}).

For x > 0 we have e^{−x} < 2, so the denominator is less than e^x. For x ≥ 1 we have 3e^x ≥ 3e > 8, hence 4(e^x − 2 + e^{−x}) > 4e^x − 8 > e^x. Together these give

x² e^{−x} ≤ c(w,T) for x > 0,

c(w,T) ≤ 4x² e^{−x} for x ≥ 1.

Now compare two modes with 0 < a < b. For T ≤ b, the upper bound for b and the lower bound for a give

c(b,T)/c(a,T) ≤ 4(b/a)² e^{−(b−a)/T},

which tends to 0 as T → 0⁺. A finite sum of modes above a is therefore also negligible against the single mode a.

Let S and R be two spectra with total heat capacities C(S,T) and C(R,T), equal at temperatures arbitrarily close to zero. If both spectra are empty, they are equal. Otherwise let a be the lowest frequency found in either. If a occurred only in R, every frequency of S would lie above a, and at all sufficiently low temperatures

C(S,T) < c(a,T) ≤ C(R,T),

which contradicts the agreement. The same argument applies with S and R exchanged, so a occurs in both. Remove one copy of a from each. The remaining heat capacities still agree at the same temperatures, and there are two fewer modes in total. Repeating this empties both spectra together, so they were equal.

### One temperature hides the difference, half that temperature shows it

Your compensation at a given temperature is real. Fix a temperature T₀ and write L = ln 2. Modes at T₀L, 2T₀L and 3T₀L have e^x = 2, 4 and 8, and contribute 2L², (16/9)L² and (72/49)L². Then

117 modes at 2T₀L: 117 · (16/9)L² = 208L²,

68 modes at T₀L and 49 at 3T₀L: 136L² + 72L² = 208L².

Both spectra have 117 modes, so knowing the number of modes does not rescue a fit at one temperature. At T₀/2 each x doubles, and the totals become about 133.1L² and 149.3L². The spectrum with the softer modes now has the larger heat capacity.

Positivity of the frequencies matters too. The Einstein term is even in w, so the spectra {1} and {−1} have the same heat capacity at every T > 0; it would not be enough to ask for nonzero frequencies. This is of practical interest because many phonon codes print imaginary frequencies as negative numbers, and such entries have no place in the sum. The sign example and the figures at T₀/2 are ordinary arithmetic, with no Lean theorem behind them.

### Spectra as multisets, agreement as T → 0⁺

In Lean a spectrum is a `Multiset ℝ`, an unordered collection in which repetitions count, so a threefold degenerate mode appears three times. The letters `S` and `R` are spectra here, not entropy and the gas constant, and `w` is the usual ω. With ħ = k_B = 1, frequencies and temperatures share one unit. `einsteinC w T` is c(w,T), and `heatCapacity S T` is the total over all modes, not a value per atom or per mole.

The main theorem, `spectrum_eq_of_low_temperature_data`, assumes that all frequencies in both spectra are positive and that the heat capacities agree for `∃ᶠ T in 𝓝[>] 0`. This means that every interval (0, ε) contains a temperature of agreement; one sequence of temperatures falling to zero is enough. The conclusion is `S = R`. The numbers of modes are not assumed equal, and either spectrum may be empty. `spectrum_eq_of_heatCapacity_eq` is the version with agreement at every T > 0, and `one_temperature_insufficient` is the example with 117 modes.

For a molecule, a cluster or a crystal sampled on a finite q-mesh, the result says that the exact harmonic heat capacity carries the complete list of nonzero mode frequencies, provided that the system is stable and its frequencies do not depend on temperature. It does not say which atoms move in a mode or which wavevector it belongs to.

The step left to you is to justify treating your curve as exactly such a finite sum. Measured data contain noise and anharmonicity, and the theorem gives no bound on how far the frequencies can shift when the curve changes slightly. That sensitivity can be severe: at high temperature every mode contributes nearly 1, whatever its frequency.

```lean
import Mathlib

open Filter Topology

namespace SpectrumFromHeatCapacity

noncomputable section

/-- Mean energy of a quantum harmonic oscillator of frequency `w` at temperature `T`,
in units `ħ = k_B = 1`, for `w > 0` and `T > 0`. -/
def meanEnergy (w T : ℝ) : ℝ := w / 2 + w / (Real.exp (w / T) - 1)

/-- Einstein heat capacity of one mode of frequency `w` at temperature `T`,
for `w > 0` and `T > 0`. -/
def einsteinC (w T : ℝ) : ℝ :=
  (w / T) ^ 2 * Real.exp (w / T) / (Real.exp (w / T) - 1) ^ 2

/-- Total harmonic heat capacity of a finite multiset `S` of positive frequencies
at temperature `T > 0`. -/
def heatCapacity (S : Multiset ℝ) (T : ℝ) : ℝ := (S.map fun w => einsteinC w T).sum

/-- For `w > 0` and `T > 0` the Einstein heat capacity is the temperature derivative of
the mean energy of the oscillator. -/
theorem hasDerivAt_meanEnergy {w T : ℝ} (hw : 0 < w) (hT : 0 < T) :
    HasDerivAt (meanEnergy w) (einsteinC w T) T := by
  have hne : Real.exp (w / T) - 1 ≠ 0 :=
    (sub_pos.2 (Real.one_lt_exp_iff.2 (div_pos hw hT))).ne'
  have h1 : HasDerivAt (fun t : ℝ => w / t) (-w / T ^ 2) T :=
    ((hasDerivAt_const T w).fun_div (hasDerivAt_id' T) hT.ne').congr_deriv (by ring)
  have h2 := h1.exp.sub_const 1
  have h3 := ((hasDerivAt_const T w).fun_div h2 hne).const_add (w / 2)
  exact h3.congr_deriv (by unfold einsteinC; ring)

/-- Adding one mode to a spectrum adds its Einstein heat capacity to the total. -/
theorem heatCapacity_cons (w : ℝ) (S : Multiset ℝ) (T : ℝ) :
    heatCapacity (w ::ₘ S) T = einsteinC w T + heatCapacity S T := by
  simp only [heatCapacity, Multiset.map_cons, Multiset.sum_cons]

/-- For `w > 0` and `T > 0` the Einstein heat capacity is at least
`(w/T)² exp(-w/T)`. -/
theorem le_einsteinC {w T : ℝ} (hw : 0 < w) (hT : 0 < T) :
    (w / T) ^ 2 * Real.exp (-(w / T)) ≤ einsteinC w T := by
  have hx : 0 < w / T := div_pos hw hT
  unfold einsteinC
  generalize w / T = x at hx ⊢
  have h1 : 0 < Real.exp x - 1 := sub_pos.2 (Real.one_lt_exp_iff.2 hx)
  have h : Real.exp (-x) * Real.exp x = 1 := by
    rw [← Real.exp_add, neg_add_cancel, Real.exp_zero]
  have hu : Real.exp (-x) ≤ 1 := Real.exp_le_one_iff.2 (by linarith)
  rw [le_div_iff₀ (pow_pos h1 2)]
  calc x ^ 2 * Real.exp (-x) * (Real.exp x - 1) ^ 2
      = x ^ 2 * (Real.exp x - 2 + Real.exp (-x)) := by
        linear_combination (x ^ 2 * (Real.exp x - 2)) * h
    _ ≤ x ^ 2 * Real.exp x := mul_le_mul_of_nonneg_left (by linarith) (sq_nonneg x)

/-- For `0 < T ≤ w` the Einstein heat capacity is at most `4 (w/T)² exp(-w/T)`. -/
theorem einsteinC_le {w T : ℝ} (hT : 0 < T) (hTw : T ≤ w) :
    einsteinC w T ≤ 4 * (w / T) ^ 2 * Real.exp (-(w / T)) := by
  have hx : 1 ≤ w / T := (one_le_div hT).2 hTw
  unfold einsteinC
  generalize w / T = x at hx ⊢
  have he : Real.exp 1 ≤ Real.exp x := Real.exp_le_exp.2 hx
  have h9 := Real.exp_one_gt_d9
  have h1 : 0 < Real.exp x - 1 := by linarith
  have h : Real.exp (-x) * Real.exp x = 1 := by
    rw [← Real.exp_add, neg_add_cancel, Real.exp_zero]
  have hu := Real.exp_pos (-x)
  rw [div_le_iff₀ (pow_pos h1 2)]
  calc x ^ 2 * Real.exp x
      ≤ x ^ 2 * (4 * (Real.exp x - 2 + Real.exp (-x))) :=
        mul_le_mul_of_nonneg_left (by linarith) (sq_nonneg x)
    _ = 4 * x ^ 2 * Real.exp (-x) * (Real.exp x - 1) ^ 2 := by
        linear_combination (-(4 * x ^ 2 * (Real.exp x - 2))) * h

/-- For `0 < a < b` the heat capacity of the mode `b` becomes negligible against that of
the mode `a` as the temperature falls to zero. -/
theorem einsteinC_ratio_tendsto {a b : ℝ} (ha : 0 < a) (hab : a < b) :
    Tendsto (fun T => einsteinC b T / einsteinC a T) (𝓝[>] 0) (𝓝 0) := by
  have hinv : Tendsto (fun T : ℝ => (b - a) * T⁻¹) (𝓝[>] 0) atTop :=
    Tendsto.const_mul_atTop (sub_pos.2 hab) tendsto_inv_nhdsGT_zero
  have hlim := (Real.tendsto_exp_neg_atTop_nhds_zero.comp hinv).const_mul (4 * (b / a) ^ 2)
  rw [mul_zero] at hlim
  have hmem : Set.Ioo 0 b ∈ 𝓝[>] (0 : ℝ) := Ioo_mem_nhdsGT (ha.trans hab)
  refine squeeze_zero' ?_ ?_ hlim
  · refine Eventually.of_forall fun T => ?_
    unfold einsteinC
    positivity
  · filter_upwards [hmem] with T hT
    have hT0 : 0 < T := hT.1
    have hlow := le_einsteinC ha hT0
    have hpos : 0 < einsteinC a T := lt_of_lt_of_le (by positivity) hlow
    have h1 : Real.exp (-(b / T)) = Real.exp (-((b - a) * T⁻¹)) * Real.exp (-(a / T)) := by
      rw [← Real.exp_add]
      congr 1
      ring
    have h2 : (b / T) ^ 2 = (b / a) ^ 2 * (a / T) ^ 2 := by field_simp
    rw [div_le_iff₀ hpos]
    calc einsteinC b T ≤ 4 * (b / T) ^ 2 * Real.exp (-(b / T)) := einsteinC_le hT0 hT.2.le
      _ = 4 * (b / a) ^ 2 * Real.exp (-((b - a) * T⁻¹))
            * ((a / T) ^ 2 * Real.exp (-(a / T))) := by rw [h1, h2]; ring
      _ ≤ 4 * (b / a) ^ 2 * Real.exp (-((b - a) * T⁻¹)) * einsteinC a T :=
          mul_le_mul_of_nonneg_left hlow (by positivity)

/-- If a spectrum `R` contains a frequency `a > 0` and all frequencies of `S` lie above `a`,
then `R` has the larger heat capacity at all sufficiently low temperatures. -/
theorem softer_spectrum_dominates {S R : Multiset ℝ} {a : ℝ} (ha : 0 < a) (haR : a ∈ R)
    (hS : ∀ w ∈ S, a < w) : ∀ᶠ T in 𝓝[>] 0, heatCapacity S T < heatCapacity R T := by
  -- the whole of `S` is negligible against the single mode `a`
  have hlim : Tendsto (fun T => heatCapacity S T / einsteinC a T) (𝓝[>] 0) (𝓝 0) := by
    clear haR
    induction S using Multiset.induction_on with
    | empty => simp [heatCapacity]
    | cons w S ih =>
      have h := (einsteinC_ratio_tendsto ha (hS w (Multiset.mem_cons_self w S))).add
        (ih fun v hv => hS v (Multiset.mem_cons_of_mem hv))
      rw [add_zero] at h
      refine h.congr fun T => ?_
      rw [heatCapacity_cons, add_div]
  obtain ⟨R', rfl⟩ := Multiset.exists_cons_of_mem haR
  filter_upwards [hlim.eventually_lt_const zero_lt_one, self_mem_nhdsWithin] with T h1 hT
  have hT0 : 0 < T := hT
  have hpos : 0 < einsteinC a T :=
    lt_of_lt_of_le (by positivity) (le_einsteinC ha hT0)
  have hrest : 0 ≤ heatCapacity R' T := by
    refine Multiset.sum_nonneg fun x hx => ?_
    obtain ⟨w, _, rfl⟩ := Multiset.mem_map.1 hx
    unfold einsteinC
    positivity
  rw [div_lt_one hpos] at h1
  rw [heatCapacity_cons]
  linarith

/-- Two finite spectra of positive frequencies whose heat capacities agree at temperatures
arbitrarily close to zero are equal, multiplicities included. -/
theorem spectrum_eq_of_low_temperature_data {S R : Multiset ℝ} (hS : ∀ w ∈ S, 0 < w)
    (hR : ∀ w ∈ R, 0 < w) (h : ∃ᶠ T in 𝓝[>] 0, heatCapacity S T = heatCapacity R T) :
    S = R := by
  have key : ∀ n : ℕ, ∀ S R : Multiset ℝ, Multiset.card S + Multiset.card R < n →
      (∀ w ∈ S, 0 < w) → (∀ w ∈ R, 0 < w) →
      (∃ᶠ T in 𝓝[>] 0, heatCapacity S T = heatCapacity R T) → S = R := by
    intro n
    induction n with
    | zero => intro S R hn; omega
    | succ n ih =>
      intro S R hn hS hR h
      rcases (S + R).toFinset.eq_empty_or_nonempty with h0 | hne
      · have h2 := congrArg Multiset.card (Multiset.toFinset_eq_empty.1 h0)
        rw [Multiset.card_add, Multiset.card_zero] at h2
        have hS0 : S = 0 := Multiset.card_eq_zero.1 (by omega)
        have hR0 : R = 0 := Multiset.card_eq_zero.1 (by omega)
        rw [hS0, hR0]
      · -- the lowest frequency of both spectra together
        obtain ⟨a, ha, hmin⟩ := (S + R).toFinset.exists_min_image id hne
        simp only [Multiset.mem_toFinset, Multiset.mem_add, id_eq] at ha hmin
        by_cases haS : a ∈ S
        · by_cases haR : a ∈ R
          · -- it occurs in both: remove it from each
            obtain ⟨S', rfl⟩ := Multiset.exists_cons_of_mem haS
            obtain ⟨R', rfl⟩ := Multiset.exists_cons_of_mem haR
            simp only [Multiset.card_cons] at hn
            rw [ih S' R' (by omega) (fun w hw => hS w (Multiset.mem_cons_of_mem hw))
              (fun w hw => hR w (Multiset.mem_cons_of_mem hw))
              (h.mono fun T hT => by
                simpa only [heatCapacity_cons, add_right_inj] using hT)]
          · have hev := softer_spectrum_dominates (hS a haS) haS fun w hw =>
              lt_of_le_of_ne (hmin w (Or.inr hw)) fun e => haR (by rw [e]; exact hw)
            exact (h (hev.mono fun T hT => hT.ne')).elim
        · have haR : a ∈ R := ha.resolve_left haS
          have hev := softer_spectrum_dominates (hR a haR) haR fun w hw =>
            lt_of_le_of_ne (hmin w (Or.inl hw)) fun e => haS (by rw [e]; exact hw)
          exact (h (hev.mono fun T hT => hT.ne)).elim
  exact key _ S R (Nat.lt_succ_self _) hS hR h

/-- Two finite spectra of positive frequencies with the same heat capacity at every
temperature `T > 0` are equal, multiplicities included. -/
theorem spectrum_eq_of_heatCapacity_eq {S R : Multiset ℝ} (hS : ∀ w ∈ S, 0 < w)
    (hR : ∀ w ∈ R, 0 < w) (h : ∀ T > 0, heatCapacity S T = heatCapacity R T) : S = R := by
  have hev : ∀ᶠ T in 𝓝[>] (0 : ℝ), heatCapacity S T = heatCapacity R T := by
    filter_upwards [self_mem_nhdsWithin] with T hT using h T hT
  exact spectrum_eq_of_low_temperature_data hS hR hev.frequently

/-- At any single temperature `T > 0`, 117 modes at `2 T ln 2` have the same heat capacity as
the different spectrum of 68 modes at `T ln 2` and 49 modes at `3 T ln 2`. -/
theorem one_temperature_insufficient {T : ℝ} (hT : 0 < T) :
    let S := Multiset.replicate 117 (2 * (T * Real.log 2))
    let R := Multiset.replicate 68 (T * Real.log 2) +
      Multiset.replicate 49 (3 * (T * Real.log 2))
    heatCapacity S T = heatCapacity R T ∧ S ≠ R := by
  intro S R
  have hl : Real.exp (Real.log 2) = 2 := Real.exp_log two_pos
  have h1 : einsteinC (T * Real.log 2) T = 2 * Real.log 2 ^ 2 := by
    have e : T * Real.log 2 / T = Real.log 2 := by field_simp
    unfold einsteinC
    rw [e, hl]
    ring
  have h2 : einsteinC (2 * (T * Real.log 2)) T = 16 / 9 * Real.log 2 ^ 2 := by
    have e : 2 * (T * Real.log 2) / T = Real.log 2 + Real.log 2 := by field_simp; ring
    unfold einsteinC
    rw [e, Real.exp_add, hl]
    ring
  have h3 : einsteinC (3 * (T * Real.log 2)) T = 72 / 49 * Real.log 2 ^ 2 := by
    have e : 3 * (T * Real.log 2) / T = Real.log 2 + Real.log 2 + Real.log 2 := by
      field_simp; ring
    unfold einsteinC
    rw [e, Real.exp_add, Real.exp_add, hl]
    ring
  constructor
  · simp only [S, R, heatCapacity, Multiset.map_add, Multiset.map_replicate,
      Multiset.sum_add, Multiset.sum_replicate, nsmul_eq_mul, h1, h2, h3]
    push_cast
    ring
  · intro h
    have hR : T * Real.log 2 ∈ R :=
      Multiset.mem_add.2 (Or.inl (Multiset.mem_replicate.2 ⟨by norm_num, rfl⟩))
    rw [← h] at hR
    have heq := Multiset.eq_of_mem_replicate hR
    have hpos : 0 < T * Real.log 2 := mul_pos hT (Real.log_pos one_lt_two)
    linarith

end

end SpectrumFromHeatCapacity
```

```lean
#print axioms SpectrumFromHeatCapacity.hasDerivAt_meanEnergy
#print axioms SpectrumFromHeatCapacity.spectrum_eq_of_heatCapacity_eq
#print axioms SpectrumFromHeatCapacity.one_temperature_insufficient
```

```
'SpectrumFromHeatCapacity.hasDerivAt_meanEnergy' depends on axioms: [propext, Classical.choice, Quot.sound]
'SpectrumFromHeatCapacity.spectrum_eq_of_heatCapacity_eq' depends on axioms: [propext, Classical.choice, Quot.sound]
'SpectrumFromHeatCapacity.one_temperature_insufficient' depends on axioms: [propext, Classical.choice, Quot.sound]
```

### From two exponential bounds to the removal of modes

`hasDerivAt_meanEnergy` differentiates the mean energy by the chain and quotient rules. The uniqueness argument never uses it; it shows that the formula in `einsteinC` is the heat capacity of a quantum oscillator.

`le_einsteinC` and `einsteinC_le` are the lower and upper bounds. Both replace w/T by a single variable x and multiply out the denominator. The identity e^{−x} e^x = 1, supplied to `linear_combination`, does the algebra that rewrites (e^x − 1)² above. The upper bound also uses a numerical lower bound on e, which gives 3e > 8.

`einsteinC_ratio_tendsto` combines them. Its `calc` block derives the estimate with e^{−(b−a)/T}, and `squeeze_zero'` traps the ratio between 0 and a quantity that tends to 0.

`softer_spectrum_dominates` first adds up these limits, by induction over the modes of `S`, to show that C(S,T)/c(a,T) → 0. At low enough temperature this ratio is below 1. The other modes of `R` contribute nonnegative amounts, so the strict inequality between the totals follows.

In the main theorem, the auxiliary statement `key` is an induction on a bound `n` for the total number of modes. `exists_min_image` picks the lowest frequency a, and the `by_cases` lines ask whether it lies in `S` and in `R`. If it lies in only one, `softer_spectrum_dominates` gives a strict inequality at all low temperatures, which contradicts agreement at arbitrarily low ones. If it lies in both, `heatCapacity_cons` splits off its contribution, `add_right_inj` cancels it from the two sides, and the induction hypothesis handles the rest.

The version for every T > 0 follows because there are positive temperatures arbitrarily close to zero. The example with 117 modes is proved by evaluating the three Einstein terms as above; the spectra differ because T ln 2 occurs in `R` and not in `S`.
